# The total oscillator strength of a complete set of harmonic modes is fixed by Born charges and masses

After a zone-centre phonon calculation, the eigenvectors of the dynamical matrix are combined with the Born effective charges to give a dipole for each mode, and from these dipoles the infrared strengths. The outer products of the dipoles, summed over all modes, can then be compared with a 3×3 matrix computed from the charges and masses alone. A mismatch reveals an error in the data or the processing, for example a missing mode, a faulty normalisation or a wrong mass factor. Agreement says nothing about the quality of the force constants, because any complete orthonormal set of mass-weighted displacement patterns gives the same sum.

The setting is harmonic, with finitely many atoms and real displacements. The Born charges are given numbers, not derived from an electronic ground state.

## Atoms, charges and mode dipoles

The atoms, for instance those of one primitive cell, are labelled by k in a finite type `κ`. A displacement coordinate is a pair (k, b) of an atom and a Cartesian direction, so its type is `κ × Fin 3`.

```lean
import Mathlib

open Matrix

namespace BornChargeSumRule

noncomputable section

variable {κ : Type*} [Fintype κ] [DecidableEq κ]
```

Let m_k be the mass of atom k and Z_k its Born charge, a real 3×3 matrix whose entry Z_k,ab is the change of the dipole along a per unit displacement along b, at zero macroscopic electric field. In a mass-weighted pattern e, atom k moves by e(k)/√m_k. The dipole of the pattern is therefore

    p = ∑_k Z_k e(k) / √m_k.

```lean
/-- The dipole `p = ∑ₖ Zₖ e(k) / √mₖ` of a mass-weighted displacement pattern `e`,
for Born charges `Z` and masses `m`. -/
def modeDipole (Z : κ → Matrix (Fin 3) (Fin 3) ℝ) (m : κ → ℝ)
    (e : κ × Fin 3 → ℝ) : Fin 3 → ℝ :=
  fun a => ∑ k, (1 / √(m k)) * (Z k *ᵥ fun b => e (k, b)) a
```

The matrices Z_k need not be symmetric, so the order of their indices matters. With the displacement index first, each Z_k below would be replaced by its transpose.

Component a of the dipole involves only row a of each charge matrix. Collecting these rows with their mass factors gives one vector in displacement space for each direction a:

    z_a(k, b) = Z_k,ab / √m_k.

```lean
/-- Row `a` of the Born charges, divided by the square roots of the masses. -/
def chargeVector (Z : κ → Matrix (Fin 3) (Fin 3) ℝ) (m : κ → ℝ) (a : Fin 3) :
    κ × Fin 3 → ℝ :=
  fun i => Z i.1 a i.2 / √(m i.1)
```

## Orthonormal patterns and normal modes

Let e_s be a family of patterns, with as many members as there are displacement coordinates, satisfying

    e_s · e_t = δ_st.

```lean
/-- The patterns `e s`, one for each displacement coordinate, are orthonormal. -/
def OrthonormalModes (e : κ × Fin 3 → κ × Fin 3 → ℝ) : Prop :=
  ∀ s t, e s ⬝ᵥ e t = if s = t then 1 else 0
```

The label s also runs over `κ × Fin 3`. This only fixes the number of modes and does not attach a mode to an atom. Completeness is not assumed, since it follows from the count.

The modes could also have been modelled by Mathlib's `OrthonormalBasis` on a Euclidean space. Completeness would then be part of the data, Parseval's identity would come from the library, and the modes could carry any finite label type. The physical content would be the same, but the patterns would no longer be plain functions from coordinates to real numbers.

Force constants enter through the matrix Φ, with Φ_ij coupling coordinates i and j. For the zone-centre modes of a crystal, Φ_ij includes the coupling of i to all periodic images of j. Writing m_i for the mass of the atom to which coordinate i belongs, the dynamical matrix is

    D_ij = Φ_ij / (√m_i √m_j).

```lean
/-- The dynamical matrix: force constants divided by the square roots of both masses. -/
def dynamicalMatrix (Φ : Matrix (κ × Fin 3) (κ × Fin 3) ℝ) (m : κ → ℝ) :
    Matrix (κ × Fin 3) (κ × Fin 3) ℝ :=
  Matrix.of fun i j => Φ i j / (√(m i.1) * √(m j.1))
```

Normal modes are orthonormal patterns that also satisfy

    D e_s = ω_s² e_s.

```lean
/-- The `e s` are orthonormal eigenvectors of the dynamical matrix, with squared
frequencies `ωsq s`. -/
def NormalModes (Φ : Matrix (κ × Fin 3) (κ × Fin 3) ℝ) (m : κ → ℝ)
    (ωsq : κ × Fin 3 → ℝ) (e : κ × Fin 3 → κ × Fin 3 → ℝ) : Prop :=
  OrthonormalModes e ∧ ∀ s, dynamicalMatrix Φ m *ᵥ e s = ωsq s • e s
```

The number `ωsq s` stands for ω_s² and may be negative, so unstable modes are included. The existence of such modes is a hypothesis in the theorems that use them. It stands for the usual diagonalisation of a symmetric dynamical matrix.

## Completeness from the number of modes

Let E be the square matrix whose rows are the patterns e_s. Orthonormality says E Eᵀ = 1. For a square matrix a one-sided inverse is two-sided, so Eᵀ E = 1 as well. For any two displacement-space vectors v and w,

    ∑_s (v · e_s)(w · e_s) = (E v) · (E w) = (Eᵀ E v) · w = v · w.

```lean
/-- Parseval's identity: overlaps with all modes reproduce the scalar product of two
displacement-space vectors. -/
theorem parseval {e : κ × Fin 3 → κ × Fin 3 → ℝ} (he : OrthonormalModes e)
    (v w : κ × Fin 3 → ℝ) : ∑ s, (v ⬝ᵥ e s) * (w ⬝ᵥ e s) = v ⬝ᵥ w := by
  have h1 : Matrix.of e * (Matrix.of e)ᵀ = 1 := by
    ext s t
    rw [Matrix.one_apply]
    exact he s t
  -- a one-sided inverse of a square matrix is two-sided: the modes are complete
  have h2 : (Matrix.of e)ᵀ * Matrix.of e = 1 := mul_eq_one_comm.mp h1
  calc ∑ s, (v ⬝ᵥ e s) * (w ⬝ᵥ e s)
      = (Matrix.of e *ᵥ v) ⬝ᵥ (Matrix.of e *ᵥ w) := by
        refine Finset.sum_congr rfl fun s _ => ?_
        rw [dotProduct_comm v (e s), dotProduct_comm w (e s)]
        rfl
    _ = v ⬝ᵥ w := by
        rw [Matrix.dotProduct_mulVec, ← Matrix.mulVec_transpose, Matrix.mulVec_mulVec,
          h2, Matrix.one_mulVec]
```

In the code, `h1` is E Eᵀ = 1, checked entry by entry, and `mul_eq_one_comm` turns it into `h2`, the completeness relation. The `calc` block then follows the displayed line.

## The dipole as an overlap

Writing out the matrix product in the definition of p gives

    p_a = ∑_k (1/√m_k) ∑_b Z_k,ab e(k, b) = ∑_(k,b) z_a(k, b) e(k, b) = z_a · e.

```lean
omit [DecidableEq κ] in
/-- Each Cartesian component of a mode dipole is the overlap of the mode with the
mass-weighted charge vector. -/
theorem modeDipole_eq_overlap (Z : κ → Matrix (Fin 3) (Fin 3) ℝ) (m : κ → ℝ)
    (e : κ × Fin 3 → ℝ) (a : Fin 3) :
    modeDipole Z m e a = chargeVector Z m a ⬝ᵥ e := by
  simp only [modeDipole, chargeVector, Matrix.mulVec, dotProduct,
    Fintype.sum_prod_type, Finset.mul_sum]
  refine Finset.sum_congr rfl fun k _ => Finset.sum_congr rfl fun b _ => ?_
  ring
```

The proof splits the sum over pairs into a sum over atoms and a sum over directions, and `ring` compares the terms. This holds for every pattern, normalised or not.

## The sum rule

Write p_s for the dipole of mode s. Its components are overlaps, so Parseval's identity applies with v = z_a and w = z_b:

    ∑_s p_s,a p_s,b = ∑_s (z_a · e_s)(z_b · e_s) = z_a · z_b.

The remaining scalar product contains two factors of √m_k for each atom, and these combine to m_k:

    z_a · z_b = ∑_k ∑_c Z_k,ac Z_k,bc / m_k = ∑_k (Z_k Z_kᵀ)_ab / m_k.

As a matrix equation,

    ∑_s p_s p_sᵀ = ∑_k Z_k Z_kᵀ / m_k.

```lean
/-- Oscillator-strength sum rule: for any orthonormal set of modes spanning the
displacement space, `∑ₛ pₛ pₛᵀ = ∑ₖ Zₖ Zₖᵀ / mₖ`. -/
theorem oscillator_strength_sum_rule (Z : κ → Matrix (Fin 3) (Fin 3) ℝ) {m : κ → ℝ}
    (hm : ∀ k, 0 < m k) {e : κ × Fin 3 → κ × Fin 3 → ℝ} (he : OrthonormalModes e) :
    ∑ s, vecMulVec (modeDipole Z m (e s)) (modeDipole Z m (e s)) =
      ∑ k, (1 / m k) • (Z k * (Z k)ᵀ) := by
  ext a b
  rw [Matrix.sum_apply, Matrix.sum_apply]
  simp only [Matrix.vecMulVec_apply, modeDipole_eq_overlap]
  rw [parseval he]
  simp only [dotProduct, chargeVector, Fintype.sum_prod_type, Matrix.smul_apply,
    smul_eq_mul, Matrix.mul_apply, Matrix.transpose_apply, Finset.mul_sum]
  refine Finset.sum_congr rfl fun k _ => Finset.sum_congr rfl fun c _ => ?_
  -- the two mass-weighting factors combine to one inverse mass
  rw [div_mul_div_comm, Real.mul_self_sqrt (hm k).le]
  ring
```

The outer product p_s p_sᵀ is `vecMulVec` in Lean. The hypotheses are positive masses, `hm`, and orthonormality, `he`; no force constants appear. After `ext a b` the proof rewrites the dipoles as overlaps, applies `parseval`, and combines the square roots with `Real.mul_self_sqrt`, which is where positivity of the masses is used.

Despite the shared name, this is a statement about vibrational dipoles and not the sum rule for electronic transitions, which counts electrons.

## Changing the force constants

Suppose two crystals have the same Z_k and m_k but force constants Φ and Φ′, with normal modes e_s and e′_s. Both sets are orthonormal, so both sums equal the same matrix:

    ∑_s p_s p_sᵀ = ∑_k Z_k Z_kᵀ / m_k = ∑_s p′_s p′_sᵀ.

```lean
/-- Two crystals with the same Born charges and masses but different force constants
have the same total oscillator strength. -/
theorem strength_independent_of_force_constants (Z : κ → Matrix (Fin 3) (Fin 3) ℝ)
    {m : κ → ℝ} (hm : ∀ k, 0 < m k) {Φ Φ' : Matrix (κ × Fin 3) (κ × Fin 3) ℝ}
    {ωsq ωsq' : κ × Fin 3 → ℝ} {e e' : κ × Fin 3 → κ × Fin 3 → ℝ}
    (h : NormalModes Φ m ωsq e) (h' : NormalModes Φ' m ωsq' e') :
    ∑ s, vecMulVec (modeDipole Z m (e s)) (modeDipole Z m (e s)) =
      ∑ s, vecMulVec (modeDipole Z m (e' s)) (modeDipole Z m (e' s)) := by
  rw [oscillator_strength_sum_rule Z hm h.1, oscillator_strength_sum_rule Z hm h'.1]
```

The proof applies the sum rule once to each side. Strength may move between modes when the force constants change, but the total stays fixed. The charges are held fixed in this comparison, whereas in a real material a change of structure or of electronic approximation usually alters both Φ and Z_k.

## Weighting by squared frequency

The force constants do enter once each mode is weighted by ω_s². The eigenvalue equation lets the weight be absorbed into one overlap:

    ω_s² (z_a · e_s) = z_a · (D e_s) = (z_aᵀ D) · e_s.

Parseval's identity then removes the modes:

    ∑_s ω_s² p_s,a p_s,b = z_aᵀ D z_b.

With i = (k, c) and j = (l, d), inserting the definitions gives two square roots of each mass in the denominator:

    z_aᵀ D z_b = ∑_i ∑_j Z_k,ac Φ_ij Z_l,bd / (m_k m_l).

```lean
/-- The oscillator strength weighted by squared frequency is the force-constant matrix
contracted with the Born charges over the masses. -/
theorem frequency_weighted_sum_rule (Z : κ → Matrix (Fin 3) (Fin 3) ℝ) {m : κ → ℝ}
    (hm : ∀ k, 0 < m k) {Φ : Matrix (κ × Fin 3) (κ × Fin 3) ℝ}
    {ωsq : κ × Fin 3 → ℝ} {e : κ × Fin 3 → κ × Fin 3 → ℝ}
    (h : NormalModes Φ m ωsq e) (a b : Fin 3) :
    ∑ s, ωsq s * (modeDipole Z m (e s) a * modeDipole Z m (e s) b) =
      ∑ i, ∑ j, Z i.1 a i.2 * Φ i j * Z j.1 b j.2 / (m i.1 * m j.1) := by
  -- the eigenvalue equation moves the dynamical matrix onto the charge vector
  have step : ∀ s, ωsq s * (modeDipole Z m (e s) a * modeDipole Z m (e s) b) =
      ((chargeVector Z m a ᵥ* dynamicalMatrix Φ m) ⬝ᵥ e s) *
        (chargeVector Z m b ⬝ᵥ e s) := by
    intro s
    rw [← Matrix.dotProduct_mulVec, h.2 s, dotProduct_smul, smul_eq_mul,
      modeDipole_eq_overlap, modeDipole_eq_overlap]
    ring
  rw [Finset.sum_congr rfl fun s _ => step s, parseval h.1, ← Matrix.dotProduct_mulVec]
  simp only [dotProduct, Matrix.mulVec, Finset.mul_sum]
  refine Finset.sum_congr rfl fun i _ => Finset.sum_congr rfl fun j _ => ?_
  have hmm : m i.1 * m j.1 = (√(m i.1) * √(m i.1)) * (√(m j.1) * √(m j.1)) := by
    rw [Real.mul_self_sqrt (hm i.1).le, Real.mul_self_sqrt (hm j.1).le]
  rw [hmm]
  simp only [chargeVector, dynamicalMatrix, Matrix.of_apply]
  ring
```

The intermediate claim `step` is the first displayed line multiplied by the second overlap. The equation `hmm` writes each mass as a product of square roots, so that `ring` can match the two sides. Doubling all force constants doubles this weighted sum and leaves the unweighted one unchanged.

## Isotropic charges

If every Born charge is a number q_k times the identity, then Z_k Z_kᵀ = q_k² 1, and the sum rule becomes

    ∑_s p_s p_sᵀ = (∑_k q_k² / m_k) 1.

```lean
/-- For isotropic charges `qₖ` the total oscillator strength is `∑ₖ qₖ² / mₖ` times the
identity. -/
theorem isotropic_sum_rule (q : κ → ℝ) {m : κ → ℝ} (hm : ∀ k, 0 < m k)
    {e : κ × Fin 3 → κ × Fin 3 → ℝ} (he : OrthonormalModes e) :
    ∑ s, vecMulVec (modeDipole (fun k => q k • 1) m (e s))
        (modeDipole (fun k => q k • 1) m (e s)) =
      (∑ k, q k ^ 2 / m k) • (1 : Matrix (Fin 3) (Fin 3) ℝ) := by
  rw [oscillator_strength_sum_rule _ hm he, Finset.sum_smul]
  refine Finset.sum_congr rfl fun k _ => ?_
  simp only [Matrix.transpose_smul, Matrix.transpose_one, Matrix.mul_smul,
    Matrix.mul_one, smul_smul]
  congr 1
  ring
```

The total is then isotropic, although each nonzero mode dipole points along a single direction. The proof specialises the general theorem and simplifies the product of two scaled identity matrices.

## Rigid translations carry no dipole

When a neutral insulating crystal is moved rigidly, its polarisation in the periodic sense does not change. For the Born charges this is the acoustic sum rule, ∑_k Z_k = 0, taken here as a hypothesis. Computed charges often violate it slightly.

A translation by t displaces every atom by the same vector, so its mass-weighted pattern is √m_k t_b. The mass factors cancel in the dipole:

    p_a = ∑_k (1/√m_k) ∑_b Z_k,ab √m_k t_b = ∑_b (∑_k Z_k,ab) t_b = 0.

```lean
omit [DecidableEq κ] in
/-- If the Born charges sum to zero, a rigid translation `t` of the crystal has no
dipole. -/
theorem translation_dipole_zero {Z : κ → Matrix (Fin 3) (Fin 3) ℝ} (hZ : ∑ k, Z k = 0)
    {m : κ → ℝ} (hm : ∀ k, 0 < m k) (t : Fin 3 → ℝ) :
    modeDipole Z m (fun i => √(m i.1) * t i.2) = 0 := by
  ext a
  have hk : ∀ k, (1 / √(m k)) * (Z k *ᵥ fun b => √(m k) * t b) a =
      ∑ b, Z k a b * t b := by
    intro k
    have hs : √(m k) ≠ 0 := (Real.sqrt_pos.mpr (hm k)).ne'
    simp only [Matrix.mulVec, dotProduct, Finset.mul_sum]
    refine Finset.sum_congr rfl fun b _ => ?_
    field_simp
  have hab : ∀ b, ∑ k, Z k a b = 0 := by
    intro b
    rw [← Matrix.sum_apply, hZ, Matrix.zero_apply]
  simp only [modeDipole, hk, Pi.zero_apply]
  rw [Finset.sum_comm]
  simp only [← Finset.sum_mul, hab, zero_mul, Finset.sum_const_zero]
```

In the proof, `hk` cancels the square roots, `hab` is the acoustic sum rule for one matrix entry, and `Finset.sum_comm` exchanges the sums over atoms and directions. The pattern is not normalised: its length is |t| √M, where M is the total mass. Dividing by this length, when it is nonzero, gives the unit pattern, whose dipole is also zero. If the acoustic modes are pure translations and the charges obey the acoustic sum rule, leaving those modes out does not change the total strength.

## A crystal with explicit normal modes

For a concrete example, bind each coordinate i to its site by an independent spring with force constant m_i w_i, where w_i is any real number. The force-constant matrix is diagonal, and so is the dynamical matrix:

    D_ii = m_i w_i / (√m_i √m_i) = w_i,   D_ij = 0 for i ≠ j.

The pattern that moves only coordinate s, with mass-weighted amplitude 1, is an eigenvector with ω_s² = w_s, and these patterns are orthonormal.

```lean
/-- Independent oscillators with force constants `mₖ wᵢ` have the single-coordinate
displacements as normal modes, with squared frequencies `wᵢ`. -/
theorem normalModes_witness {m : κ → ℝ} (hm : ∀ k, 0 < m k) (w : κ × Fin 3 → ℝ) :
    NormalModes (Matrix.diagonal fun i => m i.1 * w i) m w
      (fun s => Pi.single s 1) := by
  have key : dynamicalMatrix (Matrix.diagonal fun i => m i.1 * w i) m =
      Matrix.diagonal w := by
    ext i j
    rcases eq_or_ne i j with rfl | h
    · simp only [dynamicalMatrix, Matrix.of_apply, Matrix.diagonal_apply_eq]
      rw [Real.mul_self_sqrt (hm i.1).le, mul_div_cancel_left₀ _ (hm i.1).ne']
    · simp only [dynamicalMatrix, Matrix.of_apply, Matrix.diagonal_apply_ne _ h, zero_div]
  refine ⟨fun s t => ?_, fun s => ?_⟩
  · show (Pi.single s 1 : κ × Fin 3 → ℝ) ⬝ᵥ (Pi.single t 1 : κ × Fin 3 → ℝ) =
      if s = t then 1 else 0
    rw [single_dotProduct, one_mul, Pi.single_apply]
  · rw [key]
    ext i
    rw [Matrix.mulVec_diagonal, Pi.smul_apply, smul_eq_mul]
    rcases eq_or_ne i s with rfl | h
    · rfl
    · simp [h]

end

end BornChargeSumRule
```

`Pi.single s 1` is the unit pattern for coordinate s. The equation `key` computes the dynamical matrix, and the two remaining goals are orthonormality and the eigenvalue equation. Since w is free, the same masses admit many sets of force constants with known normal modes. All these sets share the same patterns, so for the comparison between two crystals they supply only the simplest case, in which the frequencies change and each mode keeps its dipole. Springs tied to fixed sites do not describe a freely translating crystal, so this example illustrates the normal-mode conditions and not a realistic phonon spectrum.

```lean
#print axioms BornChargeSumRule.strength_independent_of_force_constants
#print axioms BornChargeSumRule.frequency_weighted_sum_rule
#print axioms BornChargeSumRule.isotropic_sum_rule
#print axioms BornChargeSumRule.translation_dipole_zero
```

```
'BornChargeSumRule.strength_independent_of_force_constants' depends on axioms: [propext, Classical.choice, Quot.sound]
'BornChargeSumRule.frequency_weighted_sum_rule' depends on axioms: [propext, Classical.choice, Quot.sound]
'BornChargeSumRule.isotropic_sum_rule' depends on axioms: [propext, Classical.choice, Quot.sound]
'BornChargeSumRule.translation_dipole_zero' depends on axioms: [propext, Classical.choice, Quot.sound]
```
